# First-order exchange in a nondegenerate, unpolarised electron gas: $-\pi n^2/(2T)$ per volume in Hartree units

To first order in the Coulomb interaction, the exchange free energy of the warm uniform electron gas can be computed from an integral over all reduced chemical potentials $\mu/T$ (with $k_B=1$) from $-\infty$ up to the one of interest. The quadrature can start at a finite cut-off $y$ if the tail below $y$ is supplied analytically. With

$$I(t)=\int_0^\infty \frac{x^{-1/2}}{e^{x-t}+1}\,dx ,$$

that tail is $\int_{-\infty}^y I(t)^2\,dt$, and for very negative $y$ it approaches $\tfrac{\pi}{2}e^{2y}$ in ratio. The same constant enters the low-density limit of this exchange free energy at fixed temperature $T>0$. This is a limit that a finite-temperature local-density exchange functional should reproduce.

```lean
import Mathlib

open Real Set MeasureTheory Filter Topology

namespace ElectronGasExchange

noncomputable section
```

## The integrals and the gas

For real order $j>-1$, write

$$F_j(y)=\int_0^\infty \frac{x^{j}}{e^{x-y}+1}\,dx ,$$

so that $I=F_{-1/2}$. Here $x$ is the single-particle energy divided by the temperature. There is no prefactor $1/\Gamma(j+1)$, which some conventions include. In Lean, `Ioi (0 : ℝ)` is the half-line $x>0$.

```lean
/-- The unnormalised Fermi-Dirac integral of order `j > -1` at reduced chemical potential `y`. -/
def fermiIntegral (j y : ℝ) : ℝ :=
  ∫ x in Ioi (0 : ℝ), x ^ j / (Real.exp (x - y) + 1)
```

The tail is $X(y)=\int_{-\infty}^{y}F_{-1/2}(t)^2\,dt$, with `Iic y` for the half-line $t\le y$.

```lean
/-- The integral of the squared Fermi-Dirac integral of order `-1/2` over all reduced chemical
potentials up to `y`. -/
def exchangeIntegral (y : ℝ) : ℝ :=
  ∫ t in Iic y, fermiIntegral (-1 / 2) t ^ 2
```

Take Hartree atomic units with $k_B=1$, temperature $T>0$, chemical potential $\mu$ and $\eta=\mu/T$. Filling the free-electron states of both spins with Fermi occupations gives the density

$$n(T,\eta)=\frac{\sqrt2\,T^{3/2}}{\pi^2}\,F_{1/2}(\eta).$$

```lean
/-- Density of the ideal spin-unpolarised electron gas at temperature `T > 0` and reduced chemical
potential `η = μ / T`, in Hartree atomic units with Boltzmann constant one. -/
def density (T η : ℝ) : ℝ :=
  √2 * T ^ (3 / 2 : ℝ) / π ^ 2 * fermiIntegral (1 / 2) η
```

The first-order exchange free energy per volume is

$$f_x(T,\eta)=-\frac{T^2}{2\pi^3}\,X(\eta).$$

It stands for the Coulomb exchange energy between electrons of equal spin, averaged over the occupations of the non-interacting gas. The formula enters as a definition; its derivation from the Coulomb Hamiltonian is taken for granted.

```lean
/-- First-order exchange free energy per volume of the spin-unpolarised electron gas at temperature
`T > 0` and ideal-gas reduced chemical potential `η`, in Hartree atomic units with Boltzmann
constant one. -/
def exchangeFreeEnergy (T η : ℝ) : ℝ :=
  -T ^ 2 / (2 * π ^ 3) * exchangeIntegral η
```

## From the Fermi factor to the Boltzmann factor

Rewrite the occupation as

$$\frac{1}{e^{x-y}+1}=\frac{e^{y-x}}{1+e^{y-x}} .$$

For $x\ge0$ the denominator on the right lies between $1$ and $1+e^y$. Hence

$$\frac{e^{y}}{1+e^y}\,e^{-x}\;\le\;\frac{1}{e^{x-y}+1}\;\le\;e^{y}e^{-x}.$$

```lean
/-- At nonnegative reduced energy `x`, the Fermi occupation lies between the Boltzmann factor
divided by `1 + exp y` and the Boltzmann factor itself. -/
theorem occupation_bounds {x : ℝ} (hx : 0 ≤ x) (y : ℝ) :
    Real.exp y / (1 + Real.exp y) * Real.exp (-x) ≤ 1 / (Real.exp (x - y) + 1) ∧
      1 / (Real.exp (x - y) + 1) ≤ Real.exp y * Real.exp (-x) := by
  have h : Real.exp y * Real.exp (-x) * Real.exp (x - y) = 1 := by
    rw [← Real.exp_add, ← Real.exp_add, show y + -x + (x - y) = 0 by ring, Real.exp_zero]
  have hy := Real.exp_pos y
  have hp : 0 < Real.exp y * Real.exp (-x) := by positivity
  constructor
  · rw [le_div_iff₀ (by positivity)]
    have h1 : Real.exp (-x) ≤ 1 := Real.exp_le_one_iff.2 (by linarith)
    have h2 := mul_le_of_le_one_right hy.le h1
    calc Real.exp y / (1 + Real.exp y) * Real.exp (-x) * (Real.exp (x - y) + 1)
        = (Real.exp y * Real.exp (-x) * Real.exp (x - y) + Real.exp y * Real.exp (-x))
            / (1 + Real.exp y) := by ring
      _ ≤ 1 := by
        rw [h, div_le_one (by positivity)]
        linarith
  · rw [div_le_iff₀ (by positivity), mul_add, h]
    linarith
```

The proof clears the denominators and uses `h`, which says $e^ye^{-x}e^{x-y}=1$. The lower bound then reduces to $e^ye^{-x}\le e^y$, the only place where $x\ge0$ is needed.

Multiplying the upper bound by $x^j$ gives

$$0\le\frac{x^j}{e^{x-y}+1}\le e^y\,x^je^{-x}.$$

The right-hand side is a multiple of the integrand of $\Gamma(j+1)$, which is integrable on $x>0$ because $j>-1$. So $F_j(y)$ converges for every $y$.

```lean
/-- The Fermi-Dirac integral of order `j > -1` converges at every chemical potential. -/
theorem fermiIntegral_converges {j : ℝ} (hj : -1 < j) (y : ℝ) :
    IntegrableOn (fun x : ℝ => x ^ j / (Real.exp (x - y) + 1)) (Ioi 0) := by
  have hG := Real.GammaIntegral_convergent (show 0 < j + 1 by linarith)
  rw [add_sub_cancel_right] at hG
  -- the Boltzmann integrand dominates
  refine Integrable.mono' (Integrable.const_mul hG (Real.exp y))
    (by fun_prop : Measurable fun x : ℝ =>
      x ^ j / (Real.exp (x - y) + 1)).aestronglyMeasurable
    ((ae_restrict_iff' measurableSet_Ioi).2 (Eventually.of_forall fun x hx => ?_))
  have hx' : 0 < x := hx
  rw [Real.norm_of_nonneg (by positivity)]
  have h := mul_le_mul_of_nonneg_left (occupation_bounds hx'.le y).2 (Real.rpow_nonneg hx'.le j)
  calc x ^ j / (Real.exp (x - y) + 1) = x ^ j * (1 / (Real.exp (x - y) + 1)) := by ring
    _ ≤ x ^ j * (Real.exp y * Real.exp (-x)) := h
    _ = Real.exp y * (Real.exp (-x) * x ^ j) := by ring
```

`Integrable.mono'` is the domination argument. Convergence needs its own theorem because Lean assigns the value zero to a divergent integral.

Now integrate both bounds on the occupation against $x^j$. Since $\int_0^\infty x^je^{-x}dx=\Gamma(j+1)$,

$$\frac{\Gamma(j+1)\,e^y}{1+e^y}\le F_j(y)\le\Gamma(j+1)\,e^y .$$

```lean
/-- For order `j > -1`, the Fermi-Dirac integral lies between its Boltzmann value
`Γ(j+1) exp y` divided by `1 + exp y` and that Boltzmann value. -/
theorem fermiIntegral_bounds {j : ℝ} (hj : -1 < j) (y : ℝ) :
    Real.Gamma (j + 1) * Real.exp y / (1 + Real.exp y) ≤ fermiIntegral j y ∧
      fermiIntegral j y ≤ Real.Gamma (j + 1) * Real.exp y := by
  have hj' : 0 < j + 1 := by linarith
  have hG := Real.GammaIntegral_convergent hj'
  have hE := Real.Gamma_eq_integral hj'
  rw [add_sub_cancel_right] at hG hE
  have hF := fermiIntegral_converges hj y
  constructor
  · calc Real.Gamma (j + 1) * Real.exp y / (1 + Real.exp y)
        = ∫ x in Ioi (0 : ℝ), Real.exp y / (1 + Real.exp y) * (Real.exp (-x) * x ^ j) := by
          rw [integral_const_mul, ← hE]
          ring
      _ ≤ fermiIntegral j y := by
          refine setIntegral_mono_on (Integrable.const_mul hG _) hF measurableSet_Ioi
            fun x hx => ?_
          have hx' : 0 < x := hx
          have h := mul_le_mul_of_nonneg_left (occupation_bounds hx'.le y).1
            (Real.rpow_nonneg hx'.le j)
          rw [mul_one_div] at h
          linarith
  · calc fermiIntegral j y
        ≤ ∫ x in Ioi (0 : ℝ), Real.exp y * (Real.exp (-x) * x ^ j) := by
          refine setIntegral_mono_on hF (Integrable.const_mul hG _) measurableSet_Ioi
            fun x hx => ?_
          have hx' : 0 < x := hx
          have h := mul_le_mul_of_nonneg_left (occupation_bounds hx'.le y).2
            (Real.rpow_nonneg hx'.le j)
          rw [mul_one_div] at h
          linarith
      _ = Real.Gamma (j + 1) * Real.exp y := by
          rw [integral_const_mul, ← hE]
          ring
```

Each half applies `setIntegral_mono_on`, which integrates a pointwise inequality, and evaluates the Boltzmann side with `hE`, the integral formula for $\Gamma$.

## Squaring and integrating over the chemical potential

Raising $y$ lowers $e^{x-y}$ and so raises the integrand at every $x$. Therefore $a\le b$ implies $F_j(a)\le F_j(b)$.

```lean
/-- For order `j > -1`, the Fermi-Dirac integral never decreases when the chemical potential
is raised. -/
theorem fermiIntegral_monotone {j : ℝ} (hj : -1 < j) : Monotone (fermiIntegral j) := by
  intro a b hab
  refine setIntegral_mono_on (fermiIntegral_converges hj a) (fermiIntegral_converges hj b)
    measurableSet_Ioi fun x hx => ?_
  have hx' : 0 < x := hx
  gcongr
```

Monotonicity serves a technical purpose: a monotone function is measurable, which the integral of $F_{-1/2}^2$ requires.

For $j=-\tfrac12$ the constant is $\Gamma(\tfrac12)=\sqrt\pi$. If $t\le y$, then $1+e^t\le1+e^y$, and

$$0\le\frac{\sqrt\pi\,e^t}{1+e^y}\le F_{-1/2}(t)\le\sqrt\pi\,e^t .$$

All terms are nonnegative, so squaring preserves the order:

$$\frac{\pi\,e^{2t}}{(1+e^y)^2}\le F_{-1/2}(t)^2\le\pi\,e^{2t}.$$

```lean
/-- For `t ≤ y`, the squared Fermi-Dirac integral of order `-1/2` at `t` lies between
`π exp(2t) / (1 + exp y)²` and `π exp(2t)`. -/
theorem fermiIntegral_sq_bounds {t y : ℝ} (hty : t ≤ y) :
    π / (1 + Real.exp y) ^ 2 * Real.exp (2 * t) ≤ fermiIntegral (-1 / 2) t ^ 2 ∧
      fermiIntegral (-1 / 2) t ^ 2 ≤ π * Real.exp (2 * t) := by
  obtain ⟨hl, hu⟩ := fermiIntegral_bounds (j := -1 / 2) (by norm_num) t
  rw [show (-1 / 2 : ℝ) + 1 = 1 / 2 by norm_num, Real.Gamma_one_half_eq] at hl hu
  have hs : √π ^ 2 = π := Real.sq_sqrt Real.pi_pos.le
  have he : Real.exp (2 * t) = Real.exp t ^ 2 := by rw [two_mul, Real.exp_add, sq]
  have hm : √π * Real.exp t / (1 + Real.exp y) ≤ √π * Real.exp t / (1 + Real.exp t) := by
    gcongr
  have h0 : 0 ≤ √π * Real.exp t / (1 + Real.exp y) := by positivity
  constructor
  · calc π / (1 + Real.exp y) ^ 2 * Real.exp (2 * t)
        = (√π * Real.exp t / (1 + Real.exp y)) ^ 2 := by
          rw [he, div_pow, mul_pow, hs]
          ring
      _ ≤ _ := pow_le_pow_left₀ h0 (hm.trans hl) 2
  · calc fermiIntegral (-1 / 2) t ^ 2
        ≤ (√π * Real.exp t) ^ 2 := pow_le_pow_left₀ (h0.trans (hm.trans hl)) hu 2
      _ = π * Real.exp (2 * t) := by rw [mul_pow, hs, he]
```

In the code, `hm` replaces $1+e^t$ by $1+e^y$, and `pow_le_pow_left₀` does the squaring. The lower bound now depends on $t$ only through $e^{2t}$.

With $\int_{-\infty}^y e^{2t}dt=\tfrac12e^{2y}$, integration over $t\le y$ gives

$$\frac{\pi}{2}\,\frac{e^{2y}}{(1+e^y)^2}\;\le\;X(y)\;\le\;\frac{\pi}{2}\,e^{2y}.$$

```lean
/-- The exchange integral converges at every chemical potential `y` and lies between
`(π/2) exp(2y) / (1 + exp y)²` and `(π/2) exp(2y)`. -/
theorem exchangeIntegral_bounds (y : ℝ) :
    IntegrableOn (fun t => fermiIntegral (-1 / 2) t ^ 2) (Iic y) ∧
      π / 2 / (1 + Real.exp y) ^ 2 * Real.exp (2 * y) ≤ exchangeIntegral y ∧
      exchangeIntegral y ≤ π / 2 * Real.exp (2 * y) := by
  have hE : IntegrableOn (fun t : ℝ => Real.exp (2 * t)) (Iic y) :=
    integrableOn_exp_mul_Iic two_pos y
  have hV : ∫ t in Iic y, Real.exp (2 * t) = Real.exp (2 * y) / 2 :=
    integral_exp_mul_Iic two_pos y
  have hI : IntegrableOn (fun t => fermiIntegral (-1 / 2) t ^ 2) (Iic y) := by
    refine Integrable.mono' (Integrable.const_mul hE π)
      ((fermiIntegral_monotone (by norm_num)).measurable.pow_const 2).aestronglyMeasurable
      (Eventually.of_forall fun t => ?_)
    rw [Real.norm_of_nonneg (sq_nonneg _)]
    exact (fermiIntegral_sq_bounds le_rfl).2
  refine ⟨hI, ?_, ?_⟩
  · have h := setIntegral_mono_on (Integrable.const_mul hE (π / (1 + Real.exp y) ^ 2)) hI
      measurableSet_Iic fun t ht => (fermiIntegral_sq_bounds ht).1
    rw [integral_const_mul, hV] at h
    calc _ = π / (1 + Real.exp y) ^ 2 * (Real.exp (2 * y) / 2) := by ring
      _ ≤ _ := h
  · have h := setIntegral_mono_on hI (Integrable.const_mul hE π)
      measurableSet_Iic fun t _ => (fermiIntegral_sq_bounds (le_refl t)).2
    rw [integral_const_mul, hV] at h
    calc _ ≤ π * (Real.exp (2 * y) / 2) := h
      _ = _ := by ring
```

The first component of the statement is convergence, obtained in `hI` by domination with $\pi e^{2t}$. The other two are the bounds, valid at every real $y$ and not only in the limit.

They also bound the error of the analytic tail. Take a cut-off with $e^y=0.01$, that is $y=-\ln100\approx-4.605$. The upper bound is $\tfrac{\pi}{2}\times10^{-4}\approx1.5708\times10^{-4}$. The lower bound is this divided by $1.01^2=1.0201$, about $1.5398\times10^{-4}$. Using $\tfrac{\pi}{2}e^{2y}$ for the tail therefore overestimates it by at most $2.01\%$.

## The two nondegenerate limits

Multiply the bounds on $X$ by $e^{-2y}$:

$$\frac{\pi/2}{(1+e^y)^2}\le e^{-2y}X(y)\le\frac{\pi}{2}.$$

As $y\to-\infty$, $e^y\to0$, and the left side tends to $\pi/2$. So does the middle.

```lean
/-- In the nondegenerate limit `y → -∞`, the exchange integral divided by `exp(2y)` tends
to `π/2`. -/
theorem exchangeIntegral_nondegenerate :
    Tendsto (fun y => Real.exp (-2 * y) * exchangeIntegral y) atBot (𝓝 (π / 2)) := by
  have hlow : Tendsto (fun y => π / 2 / (1 + Real.exp y) ^ 2) atBot
      (𝓝 (π / 2 / (1 + 0) ^ 2)) :=
    tendsto_const_nhds.div ((tendsto_const_nhds.add Real.tendsto_exp_atBot).pow 2) (by norm_num)
  rw [add_zero, one_pow, div_one] at hlow
  have hc (y : ℝ) : Real.exp (-2 * y) * Real.exp (2 * y) = 1 := by
    rw [← Real.exp_add, show -2 * y + 2 * y = 0 by ring, Real.exp_zero]
  refine tendsto_of_tendsto_of_tendsto_of_le_of_le hlow tendsto_const_nhds
    (fun y => ?_) (fun y => ?_)
  · have h := mul_le_mul_of_nonneg_left (exchangeIntegral_bounds y).2.1
      (Real.exp_pos (-2 * y)).le
    rwa [mul_left_comm, hc, mul_one] at h
  · have h := mul_le_mul_of_nonneg_left (exchangeIntegral_bounds y).2.2
      (Real.exp_pos (-2 * y)).le
    rwa [mul_left_comm, hc, mul_one] at h
```

`Tendsto … atBot (𝓝 (π / 2))` reads "tends to $\pi/2$ as the argument goes to $-\infty$". `hlow` is the limit of the lower bound, `hc` cancels the exponentials, and `tendsto_of_tendsto_of_tendsto_of_le_of_le` is the squeeze.

The density needs the analogous limit for a single Fermi-Dirac integral. From

$$\frac{\Gamma(j+1)}{1+e^y}\le e^{-y}F_j(y)\le\Gamma(j+1)$$

it follows that $e^{-y}F_j(y)\to\Gamma(j+1)$ for every $j>-1$.

```lean
/-- For order `j > -1`, the Fermi-Dirac integral divided by `exp y` tends to `Γ(j+1)` as
`y → -∞`. -/
theorem fermiIntegral_nondegenerate {j : ℝ} (hj : -1 < j) :
    Tendsto (fun y => Real.exp (-y) * fermiIntegral j y) atBot (𝓝 (Real.Gamma (j + 1))) := by
  have hlow : Tendsto (fun y => Real.Gamma (j + 1) / (1 + Real.exp y)) atBot
      (𝓝 (Real.Gamma (j + 1) / (1 + 0))) :=
    tendsto_const_nhds.div (tendsto_const_nhds.add Real.tendsto_exp_atBot) (by norm_num)
  rw [add_zero, div_one] at hlow
  have hc (y : ℝ) : Real.exp (-y) * Real.exp y = 1 := by
    rw [← Real.exp_add, neg_add_cancel, Real.exp_zero]
  refine tendsto_of_tendsto_of_tendsto_of_le_of_le hlow tendsto_const_nhds
    (fun y => ?_) (fun y => ?_)
  · have h := mul_le_mul_of_nonneg_left (fermiIntegral_bounds hj y).1 (Real.exp_pos (-y)).le
    rwa [mul_div_assoc', mul_left_comm, hc, mul_one] at h
  · have h := mul_le_mul_of_nonneg_left (fermiIntegral_bounds hj y).2 (Real.exp_pos (-y)).le
    rwa [mul_left_comm, hc, mul_one] at h
```

## Exchange per squared density

Multiply numerator and denominator of $f_x/n^2$ by $e^{-2\eta}$:

$$\frac{f_x}{n^2}=\frac{-\dfrac{T^2}{2\pi^3}\,e^{-2\eta}X(\eta)}{\left(\dfrac{\sqrt2\,T^{3/2}}{\pi^2}\,e^{-\eta}F_{1/2}(\eta)\right)^{2}} .$$

Both parts now have finite limits. The numerator tends to

$$-\frac{T^2}{2\pi^3}\cdot\frac{\pi}{2}=-\frac{T^2}{4\pi^2}.$$

With $\Gamma(\tfrac32)=\tfrac12\sqrt\pi$, the denominator tends to

$$\frac{2T^3}{\pi^4}\cdot\frac{\pi}{4}=\frac{T^3}{2\pi^3}.$$

This is nonzero, so the quotient tends to

$$-\frac{T^2}{4\pi^2}\cdot\frac{2\pi^3}{T^3}=-\frac{\pi}{2T}.$$

```lean
/-- At fixed temperature `T > 0`, the first-order exchange free energy per volume divided by the
squared density tends to `-π/(2T)` in the nondegenerate limit. -/
theorem exchangeFreeEnergy_nondegenerate {T : ℝ} (hT : 0 < T) :
    Tendsto (fun η => exchangeFreeEnergy T η / density T η ^ 2) atBot (𝓝 (-π / (2 * T))) := by
  have hpi := Real.pi_pos
  have hT3 : (T ^ (3 / 2 : ℝ)) ^ 2 = T ^ 3 := by
    rw [← Real.rpow_natCast (T ^ (3 / 2 : ℝ)) 2, ← Real.rpow_mul hT.le,
      ← Real.rpow_natCast T 3]
    norm_num
  -- the limiting squared density, without its fugacity factor
  have hden : (√2 * T ^ (3 / 2 : ℝ) / π ^ 2 * Real.Gamma (1 / 2 + 1)) ^ 2
      = T ^ 3 / (2 * π ^ 3) := by
    rw [Real.Gamma_add_one (by norm_num), Real.Gamma_one_half_eq]
    calc (√2 * T ^ (3 / 2 : ℝ) / π ^ 2 * (1 / 2 * √π)) ^ 2
        = √2 ^ 2 * (T ^ (3 / 2 : ℝ)) ^ 2 * √π ^ 2 / (4 * π ^ 4) := by ring
      _ = 2 * T ^ 3 * π / (4 * π ^ 4) := by
        rw [hT3, Real.sq_sqrt hpi.le, Real.sq_sqrt (by norm_num)]
      _ = T ^ 3 / (2 * π ^ 3) := by
        rw [div_eq_div_iff (by positivity) (by positivity)]
        ring
  have hval : -T ^ 2 / (2 * π ^ 3) * (π / 2) / (T ^ 3 / (2 * π ^ 3)) = -π / (2 * T) := by
    rw [div_eq_div_iff (by positivity) (by positivity)]
    ring
  have h := (exchangeIntegral_nondegenerate.const_mul (-T ^ 2 / (2 * π ^ 3))).div
    (((fermiIntegral_nondegenerate (j := 1 / 2) (by norm_num)).const_mul
      (√2 * T ^ (3 / 2 : ℝ) / π ^ 2)).pow 2) (by rw [hden]; positivity)
  rw [hden, hval] at h
  -- the fugacity factors cancel in the quotient
  refine h.congr fun η => ?_
  have he : Real.exp (-2 * η) = Real.exp (-η) ^ 2 := by
    rw [sq, ← Real.exp_add]
    congr 1
    ring
  rw [← mul_div_mul_left (exchangeFreeEnergy T η) (density T η ^ 2)
    (pow_ne_zero 2 (Real.exp_ne_zero (-η)))]
  simp only [Pi.div_apply, exchangeFreeEnergy, density, he]
  congr 1 <;> ring

end

end ElectronGasExchange
```

`hden` computes the limiting denominator and `hval` the final quotient. The term `h` combines the two earlier limits, and `h.congr` transfers the result to the original ratio once the exponentials have cancelled.

The hypothesis `hT` is $T>0$, and $T$ stays fixed while $\eta\to-\infty$, so the gas becomes nondegenerate by dilution. The limit concerns the exchange term alone, evaluated at the ideal-gas chemical potential; correlation is absent from the model.

```lean
#print axioms ElectronGasExchange.exchangeFreeEnergy_nondegenerate
```

```
'ElectronGasExchange.exchangeFreeEnergy_nondegenerate' depends on axioms: [propext, Classical.choice, Quot.sound]
```
